# On finitely many points, K = E f Eᵀ exactly when, for every real matrix L0, each Bethe-Salpeter solution with kernel K gives a TDDFT solution with the fixed kernel f

**Q:** Let me fix the objects first. The points form a finite set n, a two-particle propagator L is a real matrix on pairs of points, and E sends the point k to the pair (k,k). What does a real matrix have to do with a propagator?

**A:** Read it as the electron-hole propagator on a grid or site basis at one fixed frequency where it is real. Spin, prefactors and integration weights are absorbed into the matrices. Complex propagators, frequency integrals and the continuum are not covered.

In Lean 4 with Mathlib:

```lean
import Mathlib

open Matrix

namespace BetheSalpeterTDDFT

noncomputable section

variable {n : Type*} [Fintype n] [DecidableEq n]

/-- The embedding `E` of points as diagonal pairs: the point `k` goes to the pair `(k, k)`. -/
def pairEmbed : Matrix (n × n) n ℝ :=
  Matrix.of fun p k => if p = (k, k) then 1 else 0
```

**Q:** And the density response?

**A:** It is the part of L with both pairs coincident:

χ = Eᵀ L E, so χ(i,j) = L((i,i),(j,j)).

In the same way χ0 = Eᵀ L0 E.

```lean
/-- The density part `Eᵀ L E` of a two-particle propagator `L`. -/
def densityPart (L : Matrix (n × n) (n × n) ℝ) : Matrix n n ℝ :=
  (pairEmbed (n := n))ᵀ * L * pairEmbed (n := n)
```

A density kernel f, a matrix on points, becomes a two-particle kernel E f Eᵀ, which acts only between coincident pairs.

```lean
/-- The two-particle kernel `E f Eᵀ` built from a density kernel `f`. -/
def localKernel (f : Matrix n n ℝ) : Matrix (n × n) (n × n) ℝ :=
  pairEmbed (n := n) * f * (pairEmbed (n := n))ᵀ
```

**Q:** Where do the two physical equations enter?

**A:** Through one predicate, used at both levels:

L = L0 + L0 K L (Bethe-Salpeter, on pairs)
χ = χ0 + χ0 f χ (TDDFT, on points)

```lean
/-- The Dyson-type equation `L = L0 + L0 K L`, on pairs (Bethe-Salpeter) or on points (TDDFT). -/
def IsDyson {m : Type*} [Fintype m] (K L0 L : Matrix m m ℝ) : Prop :=
  L = L0 + L0 * K * L
```

`IsDyson K L0 L` says that L solves the equation. It promises neither that a solution exists nor that it is unique.

**Q:** So "TDDFT" means only that second equation?

**A:** Yes. The matrix f stands for the Hartree plus exchange-correlation kernel, but it is simply given; no density functional is derived. Also, χ0 comes from the same L0 as in the Bethe-Salpeter equation, so a difference between quasiparticle and Kohn-Sham propagators is not modelled.

**Q:** Then show me that E f Eᵀ gives the TDDFT equation.

**A:** Put K = E f Eᵀ and contract with E on both sides:

Eᵀ L E = Eᵀ L0 E + (Eᵀ L0 E) f (Eᵀ L E)

This is χ = χ0 + χ0 f χ. The first lemma below reads off the entries of χ. The second says that the row of E f Eᵀ at a pair of distinct points is zero, which we need at the end. The third is the regrouping of the last term.

```lean
/-- The density part reads off the propagator between coincident pairs. -/
theorem densityPart_apply (L : Matrix (n × n) (n × n) ℝ) (i j : n) :
    densityPart L i j = L (i, i) (j, j) := by
  simp [densityPart, pairEmbed, Matrix.mul_apply]

/-- The row of `E f Eᵀ` at a pair of two distinct points is zero. -/
theorem localKernel_offdiag (f : Matrix n n ℝ) {i j : n} (hij : i ≠ j) (q : n × n) :
    localKernel f (i, j) q = 0 := by
  have h : ∀ a : n, pairEmbed (i, j) a = 0 := by
    intro a
    have hne : (i, j) ≠ (a, a) := fun e =>
      hij ((congrArg Prod.fst e).trans (congrArg Prod.snd e).symm)
    simp [pairEmbed, hne]
  simp [localKernel, Matrix.mul_apply, h]

/-- Coupling two density parts through `f` is the density part of coupling the two
propagators through `E f Eᵀ`. -/
theorem densityPart_coupling (f : Matrix n n ℝ) (L0 L : Matrix (n × n) (n × n) ℝ) :
    densityPart L0 * f * densityPart L = densityPart (L0 * localKernel f * L) := by
  simp only [densityPart, localKernel, Matrix.mul_assoc]
```

The theorem then takes the entry of the Bethe-Salpeter equation between (i,i) and (j,j).

```lean
/-- If `L` solves the Bethe-Salpeter equation with kernel `E f Eᵀ`, its density part solves
the TDDFT equation with kernel `f`. -/
theorem tddft_of_bse (f : Matrix n n ℝ) {L0 L : Matrix (n × n) (n × n) ℝ}
    (h : IsDyson (localKernel f) L0 L) :
    IsDyson f (densityPart L0) (densityPart L) := by
  unfold IsDyson at h ⊢
  rw [densityPart_coupling]
  ext i j
  have e := congrFun (congrFun h (i, i)) (j, j)
  simpa only [Matrix.add_apply, densityPart_apply] using e
```

**Q:** The converse worries me more. How can density data fix K on pairs that the density never sees?

**A:** By varying L0. Take pair functions u and v and the rank-one propagator R = u vᵀ. Then

R K R = u (vᵀ K u) vᵀ = c R, with c = v·Ku.

The number c involves all of K, including separated pairs.

```lean
/-- A rank-one propagator `u vᵀ` scatters through a kernel `K` into a multiple of itself,
with amplitude `v · K u`. -/
theorem rankOne_scattering {m : Type*} [Fintype m] (K : Matrix m m ℝ) (u v : m → ℝ) :
    vecMulVec u v * K * vecMulVec u v = (v ⬝ᵥ (K *ᵥ u)) • vecMulVec u v := by
  ext i j
  simp only [Matrix.mul_apply, Matrix.vecMulVec_apply, Matrix.smul_apply, smul_eq_mul,
    dotProduct, Matrix.mulVec, Finset.sum_mul, Finset.mul_sum]
  refine Finset.sum_comm.trans ?_
  exact Finset.sum_congr rfl fun _ _ => Finset.sum_congr rfl fun _ _ => by ring
```

Suppose that Eᵀ L0 K L0 E = χ0 f χ0 for every L0. Insert L0 = R and write c' = v·(E f Eᵀ)u. The entry at the point k reads

c u(k,k) v(k,k) = c' u(k,k) v(k,k).

Hence c = c' whenever u(k,k) and v(k,k) are nonzero.

**Q:** That restriction excludes the unit function at any pair other than (k,k).

**A:** Sums get around it. Let D = K − E f Eᵀ, and let a, x and y be the unit functions at (k,k), p and q. The functions a, a + x and a + y are all nonzero at (k,k), so

a·Da = 0
a·D(a + y) = 0
(a + x)·Da = 0
(a + x)·D(a + y) = 0

The fourth minus the second minus the third plus the first is x·Dy = D(p,q) = 0. In `kernel_ext` these are the four instances of `h`, and `linarith` combines them.

```lean
/-- Two kernels agree if they have equal amplitudes `v · K u` for all pair functions `u`, `v`
that are nonzero at the coincident pair `(k, k)`. -/
theorem kernel_ext (k : n) {K K' : Matrix (n × n) (n × n) ℝ}
    (h : ∀ u v : n × n → ℝ, u (k, k) ≠ 0 → v (k, k) ≠ 0 →
      v ⬝ᵥ (K *ᵥ u) = v ⬝ᵥ (K' *ᵥ u)) : K = K' := by
  have hE : ∀ (A : Matrix (n × n) (n × n) ℝ) (p q : n × n),
      (Pi.single p 1 : n × n → ℝ) ⬝ᵥ (A *ᵥ (Pi.single q 1 : n × n → ℝ)) = A p q := by
    intro A p q
    simp
  have h0 : (Pi.single (k, k) 1 : n × n → ℝ) (k, k) ≠ 0 := by
    rw [Pi.single_eq_same]
    exact one_ne_zero
  have h1 : ∀ q : n × n,
      ((Pi.single (k, k) 1 : n × n → ℝ) + (Pi.single q 1 : n × n → ℝ)) (k, k) ≠ 0 := by
    intro q
    rw [Pi.add_apply, Pi.single_eq_same, Pi.single_apply]
    split_ifs <;> norm_num
  ext p q
  -- four admissible choices isolate the single entry `K p q`
  have a := h _ _ h0 h0
  have b := h _ _ (h1 q) h0
  have c := h _ _ h0 (h1 p)
  have d := h _ _ (h1 q) (h1 p)
  simp only [Matrix.mulVec_add, add_dotProduct, dotProduct_add, hE] at a b c d
  linarith
```

`kernel_of_second_order` supplies the equality of amplitudes by taking the (k,k) entry and cancelling the nonzero factor. `Nonempty n` provides the point k.

```lean
/-- If the second-order terms agree, `Eᵀ L0 K L0 E = χ0 f χ0` with `χ0 = Eᵀ L0 E` for every
`L0`, then `K = E f Eᵀ`. -/
theorem kernel_of_second_order [Nonempty n] (f : Matrix n n ℝ)
    (K : Matrix (n × n) (n × n) ℝ)
    (h : ∀ L0, densityPart (L0 * K * L0) = densityPart L0 * f * densityPart L0) :
    K = localKernel f := by
  obtain ⟨k⟩ := ‹Nonempty n›
  refine kernel_ext k fun u v hu hv => ?_
  have e := congrFun (congrFun (h (vecMulVec u v)) k) k
  rw [densityPart_coupling, rankOne_scattering, rankOne_scattering] at e
  simp only [densityPart_apply, Matrix.smul_apply, smul_eq_mul, Matrix.vecMulVec_apply] at e
  exact mul_right_cancel₀ (mul_ne_zero hu hv) e
```

**Q:** That compares only the terms of second order in L0, which are first order in the kernel. What if I only know that full solutions match?

**A:** Then we build exact solutions, L0 = s R and L = t R. The Bethe-Salpeter equation holds if

t = s + s t c.

For nonzero s and t this means 1/s − 1/t = c. Choose

1/s = 1 + c²
1/t = 1 + c² − c = (c − 1/2)² + 3/4

Both are positive for every real c. The TDDFT equation at k gives

t u(k,k) v(k,k) = (s + s t c') u(k,k) v(k,k).

Comparing it with the condition on s and t leaves s t (c − c') u(k,k) v(k,k) = 0, so c = c', and the four-term argument finishes.

In the code, `hst` is the condition on s and t, `hD` is the assumed TDDFT equation, and `e` is its entry at k. The last two lines do the comparison and the cancellation.

```lean
/-- A kernel `K` equals `E f Eᵀ` exactly when every solution of its Bethe-Salpeter equation,
for every `L0`, has a density part that solves the TDDFT equation with kernel `f`. -/
theorem kernel_eq_iff_tddft [Nonempty n] (f : Matrix n n ℝ)
    (K : Matrix (n × n) (n × n) ℝ) :
    K = localKernel f ↔
      ∀ L0 L, IsDyson K L0 L → IsDyson f (densityPart L0) (densityPart L) := by
  constructor
  · rintro rfl L0 L h
    exact tddft_of_bse f h
  · intro h
    obtain ⟨k⟩ := ‹Nonempty n›
    refine kernel_ext k fun u v hu hv => ?_
    -- strengths `s`, `t` for which `s u vᵀ` and `t u vᵀ` solve the Bethe-Salpeter equation
    obtain ⟨s, t, hs, ht, hst⟩ : ∃ s t : ℝ, s ≠ 0 ∧ t ≠ 0 ∧
        t = s + s * t * (v ⬝ᵥ (K *ᵥ u)) := by
      generalize v ⬝ᵥ (K *ᵥ u) = c
      have ha : 1 + c ^ 2 ≠ 0 := by positivity
      have hb : 1 + c ^ 2 - c ≠ 0 := by
        have : 0 < 1 + c ^ 2 - c := by nlinarith [sq_nonneg (c - 1), sq_nonneg c]
        exact this.ne'
      refine ⟨(1 + c ^ 2)⁻¹, (1 + c ^ 2 - c)⁻¹, inv_ne_zero ha, inv_ne_zero hb, ?_⟩
      linear_combination (-(1 + c ^ 2 - c)⁻¹) * mul_inv_cancel₀ ha
        + (1 + c ^ 2)⁻¹ * mul_inv_cancel₀ hb
    have hD := h (s • vecMulVec u v) (t • vecMulVec u v) (by
      unfold IsDyson
      simp only [Matrix.smul_mul, Matrix.mul_smul, rankOne_scattering]
      ext i j
      simp only [Matrix.add_apply, Matrix.smul_apply, smul_eq_mul]
      linear_combination (vecMulVec u v i j) * hst)
    unfold IsDyson at hD
    rw [densityPart_coupling] at hD
    -- compare the two equations at the point `k`
    have e := congrFun (congrFun hD k) k
    simp only [Matrix.add_apply, densityPart_apply, Matrix.smul_mul, Matrix.mul_smul,
      rankOne_scattering, Matrix.smul_apply, smul_eq_mul, Matrix.vecMulVec_apply] at e
    apply mul_left_cancel₀ (mul_ne_zero (mul_ne_zero hs ht) (mul_ne_zero hu hv))
    linear_combination e - (u (k, k) * v (k, k)) * hst
```

**Q:** But a rank-one L0 is hardly the propagator of a real material.

**A:** Agreed, and that limits the converse. Its hypothesis ranges over all real matrices L0, physical or not. If K and f match only on some physically restricted class of L0, the theorem does not conclude K = E f Eᵀ.

**Q:** What does it say about excitons, then?

**A:** Take the usual form of the kernel: a repulsion between densities minus a screened electron-hole attraction W(i,j), diagonal in the pair of positions. Here `v` is the repulsion matrix, no longer a pair function.

```lean
/-- The kernel `E v Eᵀ - W`, where the electron-hole attraction `W` is diagonal in the pair
of positions. -/
def excitonKernel (v W : Matrix n n ℝ) : Matrix (n × n) (n × n) ℝ :=
  localKernel v - Matrix.diagonal fun p => W p.1 p.2
```

Suppose W(i,j) ≠ 0 for some i ≠ j. If a fixed f worked for every L0 and L, the equivalence would give `excitonKernel v W` = E f Eᵀ. On the diagonal entry at the separated pair (i,j) both local kernels vanish, which leaves −W(i,j) = 0, a contradiction.

```lean
/-- If the electron-hole attraction is nonzero between two distinct points, then for each density
kernel `f` some solution of the Bethe-Salpeter equation with kernel `excitonKernel v W` has a
density part that violates the TDDFT equation with kernel `f`. -/
theorem no_universal_density_kernel (v W f : Matrix n n ℝ) {i j : n} (hij : i ≠ j)
    (hW : W i j ≠ 0) :
    ∃ L0 L, IsDyson (excitonKernel v W) L0 L ∧
      ¬ IsDyson f (densityPart L0) (densityPart L) := by
  have : Nonempty n := ⟨i⟩
  by_contra hcon
  have hK := (kernel_eq_iff_tddft f (excitonKernel v W)).2
    fun L0 L h => by_contra fun hn => hcon ⟨L0, L, h, hn⟩
  -- the entry at the separated pair `(i, j)` gives `-W i j = 0`
  have e := congrFun (congrFun hK (i, j)) (i, j)
  simp only [excitonKernel, Matrix.sub_apply, localKernel_offdiag v hij,
    localKernel_offdiag f hij, Matrix.diagonal_apply_eq] at e
  exact hW (by linarith)

end

end BetheSalpeterTDDFT
```

**Q:** So TDDFT cannot describe excitons?

**A:** No, that would be far too strong. In this finite real model, no single f independent of L0 reproduces the density response of a Bethe-Salpeter kernel with attraction between separated points for all L0. An f adapted to one given L0 and L is a different matter: f = χ0⁻¹ − χ⁻¹ works whenever χ0 and χ are invertible, but no f works if χ0 = 0 and χ ≠ 0. At fixed particle number a constant potential does not change the density, so the physical χ0 and χ are not invertible on the full set of points; the inverses then have to be taken with constant potentials left out.

```lean
#print axioms BetheSalpeterTDDFT.kernel_of_second_order
#print axioms BetheSalpeterTDDFT.kernel_eq_iff_tddft
#print axioms BetheSalpeterTDDFT.no_universal_density_kernel
```

```
'BetheSalpeterTDDFT.kernel_of_second_order' depends on axioms: [propext, Classical.choice, Quot.sound]
'BetheSalpeterTDDFT.kernel_eq_iff_tddft' depends on axioms: [propext, Classical.choice, Quot.sound]
'BetheSalpeterTDDFT.no_universal_density_kernel' depends on axioms: [propext, Classical.choice, Quot.sound]
```
